# Exact line search along the largest residual block converges for positive definite linear systems

## Energy, residual and blocks

Coordinates are indexed by a finite set `n`, and vectors are functions `n → ℝ`. Write $\langle u,v\rangle$ for the dot product, `⬝ᵥ` in Lean, and $|v|^2=\langle v,v\rangle$. The product $Av$ is `A *ᵥ v`. Block labels come from a type `κ`.

```lean
import Mathlib

open Matrix Filter Topology

namespace GreedyBlockDescent

noncomputable section

variable {n κ : Type*} [Fintype n] [DecidableEq κ]
```

For a real matrix $A$ and a vector $b$, the energy is $Q(x)=\tfrac12\langle x,Ax\rangle-\langle b,x\rangle$.

```lean
/-- The quadratic functional `Q(x) = ⟨x, A x⟩ / 2 - ⟨b, x⟩`. -/
def energy (A : Matrix n n ℝ) (b x : n → ℝ) : ℝ := x ⬝ᵥ A *ᵥ x / 2 - b ⬝ᵥ x
```

In density functional perturbation theory, $x$ can hold the first-order changes of the occupied orbitals, expanded in the unoccupied orbitals, with one block per occupied state; here the coefficients are real and finite in number, with $A$ and $b$ fixed. Coupling between states through the self-consistent potential sits in the off-diagonal blocks of $A$. The results on energies and convergence assume that $A$ is positive definite (`A.PosDef`, which includes symmetry). Physically, this stands for a ground state that is stable against the allowed orbital changes.

For symmetric $A$, the residual $r=b-Ax$ is the negative gradient of $Q$.

```lean
/-- The residual `r = b - A x` of the linear system `A x = b`. -/
def residual (A : Matrix n n ℝ) (b x : n → ℝ) : n → ℝ := b - A *ᵥ x
```

The map `β` assigns each coordinate to a block. Restriction to block $k$ keeps the entries of $r$ there and sets the others to zero.

```lean
/-- The restriction of a vector to the state block `k`; `β i` is the block of coordinate `i`. -/
def blockPart (β : n → κ) (k : κ) (r : n → ℝ) : n → ℝ := fun i => if β i = k then r i else 0
```

A line search along $d$ moves $x$ to $x+\alpha d$ with $\alpha=\langle d,r\rangle/\langle d,Ad\rangle$. For $d=0$ the point stays where it is.

```lean
/-- The line-search step from `x` along `d`, of length `⟨d, r⟩ / ⟨d, A d⟩`,
for directions with `⟨d, A d⟩ ≠ 0`; for `d = 0` the point `x` is kept. -/
def lineStep (A : Matrix n n ℝ) (b d x : n → ℝ) : n → ℝ :=
  x + (d ⬝ᵥ residual A b x / (d ⬝ᵥ A *ᵥ d)) • d
```

A block $k$ is largest if $|r_j|^2\le|r_k|^2$ for every block $j$, where $r_j$ is the restriction of $r$ to $j$.

```lean
/-- Block `k` carries the largest Euclidean norm of `r` among all blocks. -/
def IsLargestBlock (β : n → κ) (r : n → ℝ) (k : κ) : Prop :=
  ∀ j, blockPart β j r ⬝ᵥ blockPart β j r ≤ blockPart β k r ⬝ᵥ blockPart β k r
```

A greedy run searches along such an $r_k$ at every step. Ties may be broken in any way.

```lean
/-- A sequence of iterates in which each step is a line search along the residual
restricted to a block of largest residual norm. -/
def IsGreedyRun (A : Matrix n n ℝ) (b : n → ℝ) (β : n → κ) (x : ℕ → n → ℝ) : Prop :=
  ∀ t, ∃ k, IsLargestBlock β (residual A b (x t)) k ∧
    x (t + 1) = lineStep A b (blockPart β k (residual A b (x t))) (x t)
```

In a code, one stores $r$, picks the block with the largest norm, sets $d=r_k$ and computes $q=Ad$. Since $\langle d,r\rangle=|d|^2$, the updates are $\alpha=|d|^2/\langle d,q\rangle$, $x\leftarrow x+\alpha d$ and $r\leftarrow r-\alpha q$. Only one state changes, but $q$ can alter the residuals of all states. The loop stops once $|r|$ is below a tolerance, before $\alpha$ becomes $0/0$.

## The parabola along a search line

For a real step length $t$, symmetry of $A$ merges the two cross terms into $t\langle d,Ax\rangle$. Together with $-t\langle b,d\rangle$ they give
$$Q(x+td)=Q(x)-t\langle d,r\rangle+\tfrac{t^2}{2}\langle d,Ad\rangle.$$
In the proof, `hs` is the symmetry step and `ring` collects the terms.

```lean
/-- For positive definite `A`, the energy along a line is a parabola with slope `-⟨d, r⟩`
at the starting point and curvature `⟨d, A d⟩`. -/
theorem energy_add_smul {A : Matrix n n ℝ} (hA : A.PosDef) (b x d : n → ℝ) (t : ℝ) :
    energy A b (x + t • d) =
      energy A b x - t * (d ⬝ᵥ residual A b x) + t ^ 2 / 2 * (d ⬝ᵥ A *ᵥ d) := by
  have hT : Aᵀ = A :=
    (Matrix.conjTranspose_eq_transpose_of_trivial A).symm.trans hA.isHermitian.eq
  -- symmetry of A merges the two cross terms
  have hs : x ⬝ᵥ A *ᵥ d = d ⬝ᵥ A *ᵥ x := by
    rw [Matrix.dotProduct_mulVec, ← Matrix.mulVec_transpose, hT, dotProduct_comm]
  simp only [energy, residual, Matrix.mulVec_add, Matrix.mulVec_smul, add_dotProduct,
    dotProduct_add, smul_dotProduct, dotProduct_smul, dotProduct_sub, smul_eq_mul]
  rw [hs, dotProduct_comm b d]
  ring
```

Put $g=\langle d,r\rangle$ and $p=\langle d,Ad\rangle$, with $p>0$ for $d\ne0$. At $t=g/p$ the energy changes by $-g^2/p+g^2/(2p)$, so it drops by $g^2/(2p)$.

```lean
/-- For positive definite `A`, the line-search step along a nonzero direction lowers the
energy by exactly `⟨d, r⟩² / (2 ⟨d, A d⟩)`. -/
theorem energy_drop {A : Matrix n n ℝ} (hA : A.PosDef) (b x : n → ℝ) {d : n → ℝ}
    (hd : d ≠ 0) : energy A b x - energy A b (lineStep A b d x) =
      (d ⬝ᵥ residual A b x) ^ 2 / (2 * (d ⬝ᵥ A *ᵥ d)) := by
  have hp : 0 < d ⬝ᵥ A *ᵥ d := by
    simpa only [star_trivial] using hA.dotProduct_mulVec_pos hd
  have hne := hp.ne'
  rw [lineStep, energy_add_smul hA]
  generalize d ⬝ᵥ A *ᵥ d = p at *
  field_simp
  ring
```

Any other point on the line lies higher by
$$\frac{g^2}{2p}-tg+\frac{t^2p}{2}=\frac{(g-tp)^2}{2p}\ge0.$$
This square is `h2`; the case $d=0$ is separate.

```lean
/-- For positive definite `A`, no other point on the search line has lower energy than
the line-search step. -/
theorem lineStep_optimal {A : Matrix n n ℝ} (hA : A.PosDef) (b x d : n → ℝ) (t : ℝ) :
    energy A b (lineStep A b d x) ≤ energy A b (x + t • d) := by
  rcases eq_or_ne d 0 with rfl | hd
  · simp [lineStep]
  have hp : 0 < d ⬝ᵥ A *ᵥ d := by
    simpa only [star_trivial] using hA.dotProduct_mulVec_pos hd
  have h1 := energy_drop hA b x hd
  rw [energy_add_smul hA]
  generalize d ⬝ᵥ A *ᵥ d = p at *
  generalize d ⬝ᵥ residual A b x = g at *
  -- complete the square in t
  have h2 : g ^ 2 / (2 * p) - t * g + t ^ 2 / 2 * p = (g - t * p) ^ 2 / (2 * p) := by
    have hne := hp.ne'
    field_simp
    ring
  have h3 : 0 ≤ (g - t * p) ^ 2 / (2 * p) := by positivity
  linarith
```

Now start at a solution $s$ of $As=b$, where the residual vanishes, and take a unit step along $x-s$. The expansion gives $Q(x)-Q(s)=\tfrac12\langle x-s,A(x-s)\rangle$.

```lean
/-- For positive definite `A` and a solution `s` of `A s = b`, the energy error of `x` is
half the squared `A`-norm of `x - s`. -/
theorem energy_gap {A : Matrix n n ℝ} (hA : A.PosDef) {b s : n → ℝ} (hs : A *ᵥ s = b)
    (x : n → ℝ) : energy A b x - energy A b s = (x - s) ⬝ᵥ A *ᵥ (x - s) / 2 := by
  have h := energy_add_smul hA b s (x - s) 1
  have h0 : residual A b s = 0 := by simp [residual, hs]
  rw [h0, dotProduct_zero, one_smul, add_sub_cancel] at h
  linarith
```

## What the largest block guarantees

Let $m$ be the number of labels in `κ`, including any that have no coordinates. Each coordinate belongs to exactly one block, so $|r|^2=\sum_j|r_j|^2\le m|r_k|^2$. In Lean, `Finset.sum_comm` exchanges the sums over blocks and coordinates.

```lean
/-- The squared norm of a vector is at most the number of blocks times the squared norm
of its largest block. -/
theorem sq_le_card_mul_block [Fintype κ] {β : n → κ} {r : n → ℝ} {k : κ}
    (hk : IsLargestBlock β r k) :
    r ⬝ᵥ r ≤ Fintype.card κ * (blockPart β k r ⬝ᵥ blockPart β k r) := by
  have hsum : r ⬝ᵥ r = ∑ j, blockPart β j r ⬝ᵥ blockPart β j r := by
    simp only [dotProduct, blockPart]
    rw [Finset.sum_comm]
    refine Finset.sum_congr rfl fun i _ => ?_
    rw [Finset.sum_eq_single (β i)]
    · simp
    · intro j _ hj
      simp [hj.symm]
    · simp
  calc r ⬝ᵥ r = ∑ j, blockPart β j r ⬝ᵥ blockPart β j r := hsum
    _ ≤ ∑ _j : κ, blockPart β k r ⬝ᵥ blockPart β k r := Finset.sum_le_sum fun j _ => hk j
    _ = _ := by simp
```

Suppose $\langle v,Av\rangle\le L|v|^2$ for all $v$. For $d=r_k\ne0$ the drop is
$$\frac{|d|^4}{2\langle d,Ad\rangle}\ge\frac{|d|^2}{2L},$$
hence $|r|^2\le m|d|^2\le 2Lm\cdot\text{drop}$. In Lean, `key` is the bound $|d|^2\le2L\cdot\text{drop}$, which is the displayed inequality multiplied by $2L$. If $d=0$, the block bound already forces $r=0$.

```lean
/-- If `A` is positive definite with `⟨v, A v⟩ ≤ L |v|²`, the squared residual is at most
`2 L m` times the energy drop of a greedy step, `m` being the number of blocks. -/
theorem residual_sq_le_drop [Fintype κ] {A : Matrix n n ℝ} (hA : A.PosDef) (b x : n → ℝ)
    {L : ℝ} (hL : ∀ v, v ⬝ᵥ A *ᵥ v ≤ L * (v ⬝ᵥ v)) {β : n → κ} {k : κ}
    (hk : IsLargestBlock β (residual A b x) k) :
    residual A b x ⬝ᵥ residual A b x ≤ 2 * L * Fintype.card κ *
      (energy A b x - energy A b (lineStep A b (blockPart β k (residual A b x)) x)) := by
  have hcard := sq_le_card_mul_block hk
  have hdr : blockPart β k (residual A b x) ⬝ᵥ residual A b x =
      blockPart β k (residual A b x) ⬝ᵥ blockPart β k (residual A b x) := by
    simp only [dotProduct, blockPart]
    refine Finset.sum_congr rfl fun i _ => ?_
    by_cases h : β i = k <;> simp [h]
  generalize blockPart β k (residual A b x) = d at hcard hdr ⊢
  rcases eq_or_ne d 0 with rfl | hd
  · simpa [lineStep] using hcard
  have hp : 0 < d ⬝ᵥ A *ᵥ d := by
    simpa only [star_trivial] using hA.dotProduct_mulVec_pos hd
  have hq : 0 ≤ d ⬝ᵥ d := Finset.sum_nonneg fun i _ => mul_self_nonneg _
  rw [energy_drop hA b x hd, hdr]
  have key : d ⬝ᵥ d ≤ 2 * L * (d ⬝ᵥ d) ^ 2 / (2 * (d ⬝ᵥ A *ᵥ d)) := by
    rw [le_div_iff₀ (by positivity)]
    nlinarith [mul_le_mul_of_nonneg_left (hL d) hq]
  calc _ ≤ Fintype.card κ * (d ⬝ᵥ d) := hcard
    _ ≤ Fintype.card κ * (2 * L * (d ⬝ᵥ d) ^ 2 / (2 * (d ⬝ᵥ A *ᵥ d))) :=
        mul_le_mul_of_nonneg_left key (Nat.cast_nonneg _)
    _ = _ := by ring
```

Such an $L$ always exists. From $2|v_iv_j|\le v_i^2+v_j^2\le2|v|^2$ it follows that $L=\sum_{ij}|A_{ij}|$ works.

```lean
/-- The quadratic form of a real matrix is bounded by the sum of the absolute values of its
entries times the squared norm. -/
theorem quadratic_le (A : Matrix n n ℝ) (v : n → ℝ) :
    v ⬝ᵥ A *ᵥ v ≤ (∑ i, ∑ j, |A i j|) * (v ⬝ᵥ v) := by
  have hi : ∀ i, v i * v i ≤ v ⬝ᵥ v := fun i =>
    Finset.single_le_sum (f := fun j => v j * v j) (fun j _ => mul_self_nonneg _)
      (Finset.mem_univ i)
  calc v ⬝ᵥ A *ᵥ v = ∑ i, ∑ j, v i * (A i j * v j) := by
        simp only [dotProduct, Matrix.mulVec, Finset.mul_sum]
    _ ≤ ∑ i, ∑ j, |A i j| * (v ⬝ᵥ v) := by
        refine Finset.sum_le_sum fun i _ => Finset.sum_le_sum fun j _ => ?_
        have h1 : |v i * v j| ≤ v ⬝ᵥ v := by
          rw [abs_le]
          constructor <;>
            nlinarith [hi i, hi j, sq_nonneg (v i + v j), sq_nonneg (v i - v j)]
        calc v i * (A i j * v j) = A i j * (v i * v j) := by ring
          _ ≤ |A i j * (v i * v j)| := le_abs_self _
          _ = |A i j| * |v i * v j| := abs_mul _ _
          _ ≤ _ := mul_le_mul_of_nonneg_left h1 (abs_nonneg _)
    _ = _ := by simp only [Finset.sum_mul]
```

## Convergence from any starting point

From here on, $t$ counts steps. Comparing the line-search point with step length zero shows that $Q(x_t)$ never rises. If a drop is zero, the previous bound gives $r_t=0$, so the descent is strict while $Ax_t\ne b$.

The energies are bounded below by $Q(A^{-1}b)$ and therefore converge. Their successive differences tend to zero, and `squeeze_zero` passes this on to $|r_t|^2$. Each component of $r_t$ then vanishes in the limit, and continuity gives
$$x_t=A^{-1}(b-r_t)\to A^{-1}b.$$

```lean
/-- For positive definite `A` and finitely many blocks, the energy never rises along a greedy
run, falls strictly as long as `A x ≠ b`, and the iterates converge to `A⁻¹ b`. -/
theorem greedy_converges [DecidableEq n] [Fintype κ] {A : Matrix n n ℝ} (hA : A.PosDef)
    {b : n → ℝ} {β : n → κ} {x : ℕ → n → ℝ} (hx : IsGreedyRun A b β x) :
    Antitone (fun t => energy A b (x t)) ∧
    (∀ t, A *ᵥ x t ≠ b → energy A b (x (t + 1)) < energy A b (x t)) ∧
    Tendsto x atTop (𝓝 (A⁻¹ *ᵥ b)) := by
  have hdet : IsUnit A.det := hA.det_pos.ne'.isUnit
  have hs : A *ᵥ (A⁻¹ *ᵥ b) = b := by
    rw [Matrix.mulVec_mulVec, Matrix.mul_nonsing_inv A hdet, Matrix.one_mulVec]
  have hanti : Antitone (fun t => energy A b (x t)) := by
    refine antitone_nat_of_succ_le fun t => ?_
    obtain ⟨k, -, hstep⟩ := hx t
    rw [hstep]
    simpa using lineStep_optimal hA b (x t) (blockPart β k (residual A b (x t))) 0
  obtain ⟨C, hC⟩ : ∃ C : ℝ, ∀ t, residual A b (x t) ⬝ᵥ residual A b (x t) ≤
      C * (energy A b (x t) - energy A b (x (t + 1))) := by
    refine ⟨2 * (∑ i, ∑ j, |A i j|) * Fintype.card κ, fun t => ?_⟩
    obtain ⟨k, hk, hstep⟩ := hx t
    rw [hstep]
    exact residual_sq_le_drop hA b (x t) (quadratic_le A) hk
  have hnn : ∀ v : n → ℝ, 0 ≤ v ⬝ᵥ v := fun v =>
    Finset.sum_nonneg fun i _ => mul_self_nonneg _
  refine ⟨hanti, fun t ht => ?_, ?_⟩
  · refine lt_of_le_of_ne (hanti (Nat.le_succ t)) fun heq => ht ?_
    have h := hC t
    rw [heq, sub_self, mul_zero] at h
    have h0 := dotProduct_self_eq_zero.1 (le_antisymm h (hnn _))
    exact (sub_eq_zero.1 h0).symm
  · -- the energies converge, so the drops and with them the residuals vanish
    have hbdd : BddBelow (Set.range fun t => energy A b (x t)) := by
      refine ⟨energy A b (A⁻¹ *ᵥ b), ?_⟩
      rintro _ ⟨t, rfl⟩
      have h1 := energy_gap hA hs (x t)
      have h2 : 0 ≤ (x t - A⁻¹ *ᵥ b) ⬝ᵥ A *ᵥ (x t - A⁻¹ *ᵥ b) := by
        simpa only [star_trivial] using
          hA.posSemidef.dotProduct_mulVec_nonneg (x t - A⁻¹ *ᵥ b)
      show energy A b (A⁻¹ *ᵥ b) ≤ energy A b (x t)
      linarith
    have hlim := tendsto_atTop_ciInf hanti hbdd
    have hdrop := (hlim.sub (hlim.comp (tendsto_add_atTop_nat 1))).const_mul C
    rw [sub_self, mul_zero] at hdrop
    have hsq : Tendsto (fun t => residual A b (x t) ⬝ᵥ residual A b (x t)) atTop (𝓝 0) :=
      squeeze_zero (fun t => hnn _) hC hdrop
    have hsqrt := hsq.sqrt
    rw [Real.sqrt_zero] at hsqrt
    have hr : Tendsto (fun t => residual A b (x t)) atTop (𝓝 0) := by
      refine tendsto_pi_nhds.2 fun i => squeeze_zero_norm (fun t => ?_) hsqrt
      rw [Real.norm_eq_abs]
      refine Real.abs_le_sqrt ?_
      rw [pow_two]
      exact Finset.single_le_sum
        (f := fun j => residual A b (x t) j * residual A b (x t) j)
        (fun j _ => mul_self_nonneg _) (Finset.mem_univ i)
    -- recover the iterate from its residual
    have hc : Continuous fun v : n → ℝ => A⁻¹ *ᵥ (b - v) :=
      Continuous.matrix_mulVec continuous_const (continuous_const.sub continuous_id)
    have hfin := (hc.tendsto 0).comp hr
    rw [sub_zero] at hfin
    refine hfin.congr fun t => ?_
    show A⁻¹ *ᵥ (b - (b - A *ᵥ x t)) = x t
    rw [sub_sub_cancel, Matrix.mulVec_mulVec, Matrix.nonsing_inv_mul A hdet,
      Matrix.one_mulVec]
```

## A geometric bound on the energy error

Assume also $\mu|v|^2\le\langle v,Av\rangle$ with $\mu>0$, and at least one coordinate. Along every unit vector, the curvature of $Q$ then lies between $\mu$ and $L$. With $e=x_t-s$ we have $r_t=-Ae$, and
$$0\le|Ae-\mu e|^2=|Ae|^2-2\mu\langle e,Ae\rangle+\mu^2|e|^2\le|r_t|^2-\mu\langle e,Ae\rangle.$$
This is `hres`. The energy error is thus at most $|r_t|^2/(2\mu)\le(mL/\mu)\cdot\text{drop}$, so one step removes at least the fraction $\mu/(mL)$ of it (`hone`). Induction yields
$$Q(x_t)-Q(s)\le\Bigl(1-\frac{\mu}{mL}\Bigr)^t\bigl(Q(x_0)-Q(s)\bigr).$$
The induction multiplies by this factor, which is nonnegative because $\mu\le L$ and $m\ge1$.

```lean
/-- If `A` is positive definite with `μ |v|² ≤ ⟨v, A v⟩ ≤ L |v|²` and `μ > 0`, in at least one
dimension and with `m` blocks, `t` greedy steps reduce the energy error at least by the
factor `(1 - μ / (m L)) ^ t`. -/
theorem greedy_rate [Nonempty n] [Fintype κ] {A : Matrix n n ℝ} (hA : A.PosDef)
    {b s : n → ℝ} (hs : A *ᵥ s = b) {μ L : ℝ} (hμ : 0 < μ)
    (hl : ∀ v, μ * (v ⬝ᵥ v) ≤ v ⬝ᵥ A *ᵥ v) (hL : ∀ v, v ⬝ᵥ A *ᵥ v ≤ L * (v ⬝ᵥ v))
    {β : n → κ} {x : ℕ → n → ℝ} (hx : IsGreedyRun A b β x) (t : ℕ) :
    energy A b (x t) - energy A b s ≤
      (1 - μ / (Fintype.card κ * L)) ^ t * (energy A b (x 0) - energy A b s) := by
  have hμL : μ ≤ L := by
    have h1 : (0 : ℝ) < (fun _ : n => (1 : ℝ)) ⬝ᵥ (fun _ => 1) := by
      simp [dotProduct, Fintype.card_pos]
    exact le_of_mul_le_mul_right ((hl _).trans (hL _)) h1
  have hm : (1 : ℝ) ≤ Fintype.card κ := by
    have : Nonempty κ := ⟨β (Classical.arbitrary n)⟩
    exact_mod_cast Fintype.card_pos (α := κ)
  have hmL : 0 < Fintype.card κ * L := by nlinarith
  have hρ : 0 ≤ 1 - μ / (Fintype.card κ * L) := by
    rw [sub_nonneg, div_le_one hmL]
    nlinarith
  induction t with
  | zero => simp
  | succ t ih =>
    obtain ⟨k, hk, hstep⟩ := hx t
    have hdrop := residual_sq_le_drop hA b (x t) hL hk
    rw [← hstep] at hdrop
    have hgap := energy_gap hA hs (x t)
    -- the residual controls the energy error
    have hres : μ * ((x t - s) ⬝ᵥ A *ᵥ (x t - s)) ≤
        residual A b (x t) ⬝ᵥ residual A b (x t) := by
      have hr : residual A b (x t) = -(A *ᵥ (x t - s)) := by
        rw [residual, Matrix.mulVec_sub, hs, neg_sub]
      rw [hr, neg_dotProduct_neg]
      have h1 := hl (x t - s)
      generalize x t - s = e at h1 ⊢
      have h2 : 0 ≤ (A *ᵥ e - μ • e) ⬝ᵥ (A *ᵥ e - μ • e) :=
        Finset.sum_nonneg fun i _ => mul_self_nonneg _
      simp only [sub_dotProduct, dotProduct_sub, smul_dotProduct, dotProduct_smul,
        smul_eq_mul] at h2
      rw [dotProduct_comm (A *ᵥ e) e] at h2
      nlinarith [mul_le_mul_of_nonneg_left h1 hμ.le]
    have hone : μ / (Fintype.card κ * L) * (energy A b (x t) - energy A b s) ≤
        energy A b (x t) - energy A b (x (t + 1)) := by
      rw [div_mul_eq_mul_div, div_le_iff₀ hmL, hgap]
      linarith
    calc energy A b (x (t + 1)) - energy A b s
        ≤ (1 - μ / (Fintype.card κ * L)) * (energy A b (x t) - energy A b s) := by linarith
      _ ≤ (1 - μ / (Fintype.card κ * L)) * ((1 - μ / (Fintype.card κ * L)) ^ t *
            (energy A b (x 0) - energy A b s)) := mul_le_mul_of_nonneg_left ih hρ
      _ = _ := by ring

end

end GreedyBlockDescent
```

```lean
#print axioms GreedyBlockDescent.greedy_converges
#print axioms GreedyBlockDescent.greedy_rate
```

```
'GreedyBlockDescent.greedy_converges' depends on axioms: [propext, Classical.choice, Quot.sound]
'GreedyBlockDescent.greedy_rate' depends on axioms: [propext, Classical.choice, Quot.sound]
```
